# Separation from a positive stationary distribution is submultiplicative and bounds half the l1 distance

Suppose the distance of a finite Markov chain from equilibrium has been bounded after 100 steps. That number alone does not say how much closer 1000 steps would bring the chain. A rule for combining such bounds gives an upper bound at the later time, and with it a bound on the influence the starting state still has on a Monte Carlo sample taken then. The problems below derive such a rule for a distance called separation.

## The chain and its separation

Let $X$ be a finite nonempty set of states, $P(x,y)$ the probability of a step from $x$ to $y$, and $p$ a probability distribution on $X$.

```lean
import Mathlib

open Finset

namespace SeparationDistance

noncomputable section

variable {X : Type*} [Fintype X] [Nonempty X]
```

The structure `IsEquilibrium P p` collects the hypotheses: $P$ has nonnegative entries and rows summing to 1, $p$ is strictly positive and normalised, and $\sum_x p(x)P(x,y)=p(y)$. Positivity means that every state has some equilibrium weight, as with Boltzmann weights at finite energies and positive temperature. Detailed balance is not required.

```lean
/-- `P` is a row-stochastic transition matrix and `p` is a strictly positive
probability distribution that is stationary under `P`. -/
structure IsEquilibrium (P : Matrix X X ℝ) (p : X → ℝ) : Prop where
  nonneg : ∀ x y, 0 ≤ P x y
  row_sum : ∀ x, ∑ y, P x y = 1
  pos : ∀ y, 0 < p y
  total : ∑ y, p y = 1
  stationary : ∀ y, ∑ x, p x * P x y = p y
```

For a matrix $K$ on $X$, the separation is the largest relative shortfall

$$s_K=\max_{x,y}\left(1-\frac{K(x,y)}{p(y)}\right).$$

In Lean this is `separation p K`, a maximum over the finite set of pairs. For the chain after $n$ steps, write $s(n)=s_{P^n}$.

```lean
/-- The separation of a kernel `K` from `p`: the largest relative shortfall
`1 - K(x,y)/p(y)` over all starting states `x` and target states `y`. -/
def separation (p : X → ℝ) (K : Matrix X X ℝ) : ℝ :=
  univ.sup' univ_nonempty (fun z : X × X => 1 - K z.1 z.2 / p z.2)
```

## (a) Separation as a lower bound on transitions

**Task.** For $p>0$ and real $s$, show that
$$s_K\le s\iff (1-s)\,p(y)\le K(x,y)\ \text{ for all }x,y.$$

**Solution.** A maximum is at most $s$ exactly when each of its members is. The condition $1-K(x,y)/p(y)\le s$ becomes the stated one on multiplying by $p(y)>0$. In Lean, `Finset.sup'_le_iff` does the first step and `le_div_iff₀` the second.

```lean
/-- The separation is at most `s` exactly when every transition probability is at
least the fraction `1 - s` of the equilibrium probability of its target. -/
theorem separation_le_iff {p : X → ℝ} (hp : ∀ y, 0 < p y) (K : Matrix X X ℝ) (s : ℝ) :
    separation p K ≤ s ↔ ∀ x y, (1 - s) * p y ≤ K x y := by
  unfold separation
  rw [Finset.sup'_le_iff]
  constructor
  · intro h x y
    have h1 : 1 - K x y / p y ≤ s := h (x, y) (mem_univ _)
    exact (le_div_iff₀ (hp y)).1 (by linarith)
  · rintro h ⟨x, y⟩ -
    have h1 := (le_div_iff₀ (hp y)).2 (h x y)
    show 1 - K x y / p y ≤ s
    linarith
```

## (b) Equilibrium over several steps

**Task.** Show that $P^n$ is stochastic and that
$$\sum_x p(x)P^n(x,y)=p(y).$$

**Solution.** For $n=0$ the matrix is the identity. For the induction step, $P^{n+1}(x,y)=\sum_z P^n(x,z)P(z,y)$ is a sum of nonnegative terms. Exchanging sums gives

$$\sum_y P^{n+1}(x,y)=\sum_z P^n(x,z)=1,$$
$$\sum_x p(x)P^{n+1}(x,y)=\sum_z p(z)P(z,y)=p(y).$$

The exchanges are the calls to `sum_comm`.

```lean
omit [Nonempty X] in
/-- If a strictly positive probability distribution `p` is stationary under a transition matrix, it
is stationary under any number `n` of its steps, and the `n`-step matrix is again stochastic. -/
theorem IsEquilibrium.pow [DecidableEq X] {P : Matrix X X ℝ} {p : X → ℝ}
    (h : IsEquilibrium P p) (n : ℕ) :
    IsEquilibrium (P ^ n) p := by
  induction n with
  | zero =>
    rw [pow_zero]
    refine ⟨fun x y => ?_, fun x => ?_, h.pos, h.total, fun y => ?_⟩
    · rw [Matrix.one_apply]
      split_ifs <;> norm_num
    · simp [Matrix.one_apply]
    · simp [Matrix.one_apply]
  | succ n ih =>
    rw [pow_succ]
    refine ⟨fun x y => ?_, fun x => ?_, h.pos, h.total, fun y => ?_⟩
    · rw [Matrix.mul_apply]
      exact sum_nonneg fun z _ => mul_nonneg (ih.nonneg x z) (h.nonneg z y)
    · simp only [Matrix.mul_apply]
      rw [sum_comm]
      simp only [← mul_sum, h.row_sum, mul_one, ih.row_sum]
    · simp only [Matrix.mul_apply, mul_sum]
      rw [sum_comm]
      simp only [← mul_assoc, ← sum_mul, ih.stationary, h.stationary]
```

## (c) The range of the separation

**Task.** For stochastic $K$ with equilibrium $p$, show that $0\le s_K\le1$.

**Solution.** Part (a) with $s=s_K$ gives $(1-s_K)p(y)\le K(x,y)$. Summing over $y$ yields $1-s_K\le1$, hence $s_K\ge0$. With $s=1$, the condition in (a) is $0\le K(x,y)$, which holds. The Lean proof treats the two bounds in this order.

```lean
/-- The separation of a stochastic kernel from its equilibrium lies between 0 and 1. -/
theorem separation_mem_unit {K : Matrix X X ℝ} {p : X → ℝ} (h : IsEquilibrium K p) :
    0 ≤ separation p K ∧ separation p K ≤ 1 := by
  constructor
  · obtain ⟨x⟩ := ‹Nonempty X›
    have hf := (separation_le_iff h.pos K _).1 le_rfl
    have hsum := sum_le_sum (fun y (_ : y ∈ univ) => hf x y)
    rw [← mul_sum, h.total, h.row_sum] at hsum
    linarith
  · refine (separation_le_iff h.pos K 1).2 fun x y => ?_
    rw [sub_self, zero_mul]
    exact h.nonneg x y
```

## (d) Two kernels in succession

**Task.** Let $K$ and $L$ be stochastic with the same equilibrium $p$. Show that
$$s_{KL}\le s_K\,s_L.$$

**Solution.** Put $s=s_K$, $t=s_L$ and split off the equilibrated part of row $x$:
$$R(x,z)=K(x,z)-(1-s)p(z).$$
By (a), $R\ge0$, and its row sum is $1-(1-s)=s$. Since $L$ leaves $p$ unchanged,
$$\sum_z R(x,z)L(z,y)=(KL)(x,y)-(1-s)p(y).$$
Also $L(z,y)\ge(1-t)p(y)$, so the left side is at least $s(1-t)p(y)$. Therefore
$$(KL)(x,y)\ge\bigl[(1-s)+s(1-t)\bigr]p(y)=(1-st)\,p(y),$$
and (a) finishes the argument. In the code, `h` is the inequality for the remainder, `e1` computes its mass and `e2` uses stationarity.

Stationarity matters here. On two states take $p=(\tfrac12,\tfrac12)$ and let both rows of $P$ be $(\tfrac34,\tfrac14)$. Then $P^2=P$, so $s(1)=s(2)=\tfrac12$, whereas $s(1)^2=\tfrac14$.

```lean
/-- For two stochastic kernels with the same positive equilibrium, the separation of their product
is at most the product of their separations. -/
theorem separation_mul_le {K L : Matrix X X ℝ} {p : X → ℝ}
    (hK : IsEquilibrium K p) (hL : IsEquilibrium L p) :
    separation p (K * L) ≤ separation p K * separation p L := by
  have fK := (separation_le_iff hK.pos K _).1 le_rfl
  have fL := (separation_le_iff hL.pos L _).1 le_rfl
  rw [separation_le_iff hK.pos]
  intro x y
  set s := separation p K
  set t := separation p L
  -- the part of row `x` not yet equilibrated is nonnegative; let `L` act on it
  have h : ∑ z, (K x z - (1 - s) * p z) * ((1 - t) * p y)
      ≤ ∑ z, (K x z - (1 - s) * p z) * L z y :=
    sum_le_sum fun z _ => mul_le_mul_of_nonneg_left (fL z y) (sub_nonneg.2 (fK x z))
  -- that part has total mass `s`
  have e1 : ∑ z, (K x z - (1 - s) * p z) * ((1 - t) * p y) = s * ((1 - t) * p y) := by
    rw [← sum_mul, sum_sub_distrib, ← mul_sum, hK.row_sum, hK.total]
    ring
  -- the equilibrated part is left unchanged by `L`
  have e2 : ∑ z, (K x z - (1 - s) * p z) * L z y = (K * L) x y - (1 - s) * p y := by
    rw [Matrix.mul_apply, ← hL.stationary y, mul_sum, ← sum_sub_distrib]
    exact sum_congr rfl fun z _ => by ring
  rw [e1, e2] at h
  nlinarith [h]
```

## (e) Comparison with the l1 distance

**Task.** For stochastic $K$ with equilibrium $p$ and every starting state $x$, show that
$$\tfrac12\sum_y|K(x,y)-p(y)|\le s_K.$$

**Solution.** Let $a(y)=K(x,y)-p(y)$. By (a), $a(y)\ge-s_Kp(y)$, which rearranges to $-a(y)\le a(y)+2s_Kp(y)$. Since $s_Kp(y)\ge0$, also $a(y)\le a(y)+2s_Kp(y)$. Together,
$$|a(y)|\le a(y)+2s_Kp(y).$$
Summing over $y$ gives $0+2s_K$ on the right. Lean proves the two cases through `abs_le'` and then evaluates the sum.

```lean
/-- Half the l1 distance between any row of a stochastic kernel and its equilibrium
is at most the separation. -/
theorem half_l1_le_separation {K : Matrix X X ℝ} {p : X → ℝ} (hK : IsEquilibrium K p) (x : X) :
    (1 / 2) * ∑ y, |K x y - p y| ≤ separation p K := by
  have hs := (separation_mem_unit hK).1
  have hf := (separation_le_iff hK.pos K _).1 le_rfl
  have h : ∑ y, |K x y - p y| ≤ ∑ y, ((K x y - p y) + 2 * separation p K * p y) := by
    refine sum_le_sum fun y _ => abs_le'.2 ⟨?_, ?_⟩
    · nlinarith [mul_nonneg hs (hK.pos y).le]
    · nlinarith [hf x y]
  rw [sum_add_distrib, sum_sub_distrib, ← mul_sum, hK.row_sum, hK.total] at h
  linarith
```

## (f) The rule for the chain

**Task.** Show that, for all $m,n\ge0$ and all $x$,
$$s(m+n)\le s(m)s(n),\qquad \tfrac12\sum_y|P^n(x,y)-p(y)|\le s(n).$$

**Solution.** By (b), $P^m$ and $P^n$ have equilibrium $p$. Apply (d) to $P^{m+n}=P^mP^n$, and (e) to $P^n$. Lean does the same with `pow_add`.

For a finite-state sampler with a fixed transition matrix, a known $s(m)<1$ thus bounds the starting bias after $k\ge1$ blocks of $m$ steps, through $s(km)\le s(m)^k$. Such an $m$ need not exist: the two-state chain that always switches has $s(n)=1$ for every $n$.

```lean
/-- For a Markov chain with positive stationary distribution, the separation after
`m + n` steps is at most the product of those after `m` and after `n` steps, and it
bounds half the l1 distance from equilibrium for every starting state. -/
theorem separation_submultiplicative_and_bounds_l1 [DecidableEq X]
    {P : Matrix X X ℝ} {p : X → ℝ}
    (h : IsEquilibrium P p) :
    (∀ m n : ℕ, separation p (P ^ (m + n)) ≤ separation p (P ^ m) * separation p (P ^ n)) ∧
    ∀ (n : ℕ) (x : X), (1 / 2) * ∑ y, |(P ^ n) x y - p y| ≤ separation p (P ^ n) := by
  refine ⟨fun m n => ?_, fun n x => half_l1_le_separation (h.pow n) x⟩
  rw [pow_add]
  exact separation_mul_le (h.pow m) (h.pow n)
```

## (g) Monotonicity in time

**Task.** Show that $s(n+1)\le s(n)$.

**Solution.** By (d), $s(n+1)\le s(n)s(1)$, and (c) gives $s(n)\ge0$ and $s(1)\le1$. Lean's `Antitone` states the resulting order for all pairs of times.

```lean
/-- The separation from equilibrium never increases with the number of steps. -/
theorem separation_antitone [DecidableEq X] {P : Matrix X X ℝ} {p : X → ℝ}
    (h : IsEquilibrium P p) :
    Antitone fun n : ℕ => separation p (P ^ n) := by
  refine antitone_nat_of_succ_le fun n => ?_
  show separation p (P ^ (n + 1)) ≤ separation p (P ^ n)
  rw [pow_succ]
  exact (separation_mul_le (h.pow n) h).trans
    (mul_le_of_le_one_right (separation_mem_unit (h.pow n)).1 (separation_mem_unit h).2)
```

## (h) Zero separation

**Task.** For stochastic $K$ with equilibrium $p$, show that
$$s_K=0\iff K(x,y)=p(y)\ \text{ for all }x,y.$$

**Solution.** If $s_K=0$, the sum in (e) vanishes, and so does each of its nonnegative terms. Conversely, if $K(x,y)=p(y)$, then (a) with $s=0$ gives $s_K\le0$, and (c) gives $s_K\ge0$.

```lean
/-- The separation vanishes exactly when every row of the kernel is the equilibrium
distribution. -/
theorem separation_eq_zero_iff {K : Matrix X X ℝ} {p : X → ℝ} (h : IsEquilibrium K p) :
    separation p K = 0 ↔ ∀ x y, K x y = p y := by
  constructor
  · intro h0 x y
    have h1 := half_l1_le_separation h x
    have h2 : |K x y - p y| ≤ ∑ z, |K x z - p z| :=
      single_le_sum (f := fun z => |K x z - p z|) (fun z _ => abs_nonneg _) (mem_univ y)
    have h3 : |K x y - p y| = 0 := le_antisymm (by linarith) (abs_nonneg _)
    exact sub_eq_zero.1 (abs_eq_zero.1 h3)
  · intro he
    refine le_antisymm ((separation_le_iff h.pos K 0).2 fun x y => ?_) (separation_mem_unit h).1
    rw [he x y, sub_zero, one_mul]
```

## (i) A chain that refreshes its state

Keep the current state with weight $r$ and otherwise draw a new one from $p$:
$$K_r(x,y)=r\,\delta_{xy}+(1-r)\,p(y).$$

```lean
/-- The refresh chain: keep the current state with weight `r`, otherwise draw a new
state from `p`. -/
def refresh [DecidableEq X] (p : X → ℝ) (r : ℝ) : Matrix X X ℝ :=
  r • (1 : Matrix X X ℝ) + (1 - r) • Matrix.of (fun _ y => p y)
```

**Task.** For positive, normalised $p$ and $0\le r\le1$, show that $K_r$ is stochastic and
$$\sum_x p(x)K_r(x,y)=p(y).$$

**Solution.** Both terms of $K_r$ are nonnegative. Its row sums are $r+(1-r)=1$, and the stationarity sum is $rp(y)+(1-r)p(y)=p(y)$. In Lean, `e` is the entry formula from which all three follow.

```lean
omit [Nonempty X] in
/-- For `r` between 0 and 1 and a positive, normalised `p`, the refresh chain is stochastic and `p`
is stationary under it. -/
theorem refresh_witness [DecidableEq X] {p : X → ℝ} (hp : ∀ y, 0 < p y) (h1 : ∑ y, p y = 1)
    {r : ℝ} (hr : 0 ≤ r) (hr1 : r ≤ 1) : IsEquilibrium (refresh p r) p := by
  have e : ∀ x y, refresh p r x y = (if x = y then r else 0) + (1 - r) * p y := by
    intro x y
    simp [refresh, Matrix.one_apply]
  refine ⟨fun x y => ?_, fun x => ?_, hp, h1, fun y => ?_⟩
  · rw [e]
    have := mul_nonneg (sub_nonneg.2 hr1) (hp y).le
    split_ifs <;> linarith
  · simp only [e, sum_add_distrib, ← mul_sum, h1, sum_ite_eq, mem_univ, if_true]
    ring
  · simp only [e, mul_add, sum_add_distrib, ← sum_mul, h1, mul_ite, mul_zero,
      sum_ite_eq', mem_univ, if_true]
    ring
```

## (j) Exact decay of the refresh chain

**Task.** On at least two states, with $r\ge0$, show that
$$s_{K_r^n}=r^n.$$

**Solution.** Let $E$ be the matrix whose rows all equal $p$, so that $E^2=E$ and $K_r=rI+(1-r)E$. Multiplying out gives $K_qK_r=K_{qr}$, and by induction $K_r^n=K_{r^n}$. The shortfall is $r^n$ for $x\ne y$ and $r^n-r^n/p(x)\le r^n$ for $x=y$. Two distinct states exist, so the maximum is $r^n$. For this chain the first inequality in (f) is an equality.

The code follows this route: `hE` is $E^2=E$, `hpow` is the power formula, and `exists_pair_ne` supplies the two states. The theorem also admits $r>1$, where $K_r$ is no longer a transition matrix.

```lean
/-- On at least two states, for `r ≥ 0` and a positive, normalised `p`, the `n`-th power of the
refresh matrix has separation exactly `r ^ n` from `p`. -/
theorem separation_refresh_pow [DecidableEq X] [Nontrivial X] {p : X → ℝ} (hp : ∀ y, 0 < p y)
    (h1 : ∑ y, p y = 1) {r : ℝ} (hr : 0 ≤ r) (n : ℕ) :
    separation p (refresh p r ^ n) = r ^ n := by
  -- drawing twice from `p` is the same as drawing once
  have hE : (Matrix.of (fun _ y => p y) : Matrix X X ℝ) * Matrix.of (fun _ y => p y)
      = Matrix.of (fun _ y => p y) := by
    ext x y
    simp [Matrix.mul_apply, ← sum_mul, h1]
  have hpow : refresh p r ^ n = refresh p (r ^ n) := by
    induction n with
    | zero => simp [refresh]
    | succ n ih =>
      rw [pow_succ, ih, pow_succ]
      simp only [refresh, add_mul, mul_add, smul_mul_assoc, mul_smul_comm, one_mul, mul_one, hE]
      module
  rw [hpow]
  apply le_antisymm
  · refine (separation_le_iff hp _ _).2 fun x y => ?_
    have := pow_nonneg hr n
    by_cases hxy : x = y <;> simp [refresh, hxy, this]
  · -- two distinct states attain the maximum
    obtain ⟨x, y, hxy⟩ := exists_pair_ne X
    have hf := (separation_le_iff hp (refresh p (r ^ n)) _).1 le_rfl x y
    have e : refresh p (r ^ n) x y = (1 - r ^ n) * p y := by
      simp [refresh, hxy]
    rw [e] at hf
    have := le_of_mul_le_mul_right hf (hp y)
    linarith

end

end SeparationDistance
```

```lean
#print axioms SeparationDistance.separation_submultiplicative_and_bounds_l1
-- 'SeparationDistance.separation_submultiplicative_and_bounds_l1' depends on axioms: [propext, Classical.choice, Quot.sound]
#print axioms SeparationDistance.separation_antitone
-- 'SeparationDistance.separation_antitone' depends on axioms: [propext, Classical.choice, Quot.sound]
#print axioms SeparationDistance.separation_eq_zero_iff
-- 'SeparationDistance.separation_eq_zero_iff' depends on axioms: [propext, Classical.choice, Quot.sound]
#print axioms SeparationDistance.separation_refresh_pow
-- 'SeparationDistance.separation_refresh_pow' depends on axioms: [propext, Classical.choice, Quot.sound]
```
